# Adiabatic demagnetization of a finite-level ideal paramagnet with at least two different moments: at positive fields and temperatures, equal entropy means equal h/T

Suppose I describe a paramagnetic ion by finitely many levels with fixed real moments m_k, so that in a field h the level k has energy −h m_k and nothing else contributes. The usual account of magnetic cooling then says that lowering the field from h to h₂ at constant entropy takes the temperature from T to T h₂/h. It is clear to me that the entropy is the same if h/T is the same. What I would like to see proved in full, and checked by Lean, is the converse: why can't two different values of h/T give the same entropy? And what must be assumed about the moments?

## Entropy falls strictly as h/T grows

Start from the populations and define the entropy as −∑ p_k log p_k. The thermodynamic formula for S is then something to derive. The converse holds as soon as two of the moments differ, because the entropy is then strictly decreasing in h/T from zero field upwards.

### From the populations to the cooling law

Set k_B = 1 and x = h/T. All sums run over the levels k. The partition function, the populations, the mean moment and its variance are

Z = ∑ exp(x m_k)

p_k = exp(x m_k) / Z

M = ∑ p_k m_k

V = ∑ p_k (m_k − M)²

The populations are positive and sum to one. A prime denotes the derivative with respect to x. Differentiating Z term by term gives

Z′ = ∑ m_k exp(x m_k) = Z M

and the quotient rule then gives the rate at which each population changes:

p_k′ = m_k exp(x m_k)/Z − exp(x m_k) Z′/Z² = p_k (m_k − M)

For the mean moment, write the last factor m_k as (m_k − M) + M:

M′ = ∑ p_k (m_k − M) m_k = ∑ p_k (m_k − M)² + M ∑ p_k (m_k − M)

The last sum is M − M = 0, so

M′ = V

This is the fluctuation-response relation: the susceptibility with respect to x is the thermal variance of the moment.

For the entropy, insert log p_k = x m_k − log Z:

S = −∑ p_k (x m_k − log Z) = log Z − x M

Its derivative is

S′ = Z′/Z − M − x M′ = M − M − x V = −x V

If the moments are not all equal, at least one of them differs from M. Its term in V is positive and no term is negative, so V > 0. Hence S′ < 0 for every x > 0. Since S is continuous at x = 0, it is strictly decreasing on the whole of [0, ∞) and takes no value there twice. For positive h, T, h₂ and T₂, therefore,

S(h/T) = S(h₂/T₂) ⇔ h/T = h₂/T₂ ⇔ T₂ = T h₂/h

### What the Lean statements say about the ion

The levels are indexed by a finite type `ι`, and the ion is a function `m : ι → ℝ`. Degenerate levels are separate indices with the same moment. A spin-½ ion has two indices with moments +μ and −μ. The definitions `partitionFn`, `prob`, `moment`, `variance` and `entropy` are Z, p_k, M, V and S above, each as a function of x.

The hypothesis `∃ i j, m i ≠ m j` says that the field splits at least two levels; it also forces the system to have at least two. Without a splitting, the field shifts all energies together and leaves the populations alone. `entropy_of_equal_moments` confirms that the entropy of N such levels is log N at every x, so the condition of constant entropy then says nothing about the final temperature.

`entropy_strictAntiOn` states the strict decrease on `Set.Ici 0`, which is [0, ∞). `adiabatic_demagnetization` states the cooling law as an equivalence, with both fields and both temperatures positive. `isothermal_magnetization` describes the first stage of the cooling cycle: at fixed positive temperature, raising the field lowers the entropy, and here the initial field may be zero.

The theorems compare two equilibrium states. That a slow, thermally isolated change of field keeps the entropy constant is physical input. The final field must be positive, so the law does not describe a ramp all the way to zero field. Interactions between ions, zero-field splittings and moments that change with the field are absent from the model; in a real salt they can make the final temperature differ from T h₂/h.

For a quantum spin with a finite-dimensional state space and a Hamiltonian consisting only of −h times a fixed moment operator, the m_k are the eigenvalues of that operator, each repeated according to its multiplicity, and S is the von Neumann entropy of the thermal state.

```lean
import Mathlib

open Real

namespace AdiabaticDemagnetization

noncomputable section

variable {ι : Type*} [Fintype ι]

/-- The partition function `Z(x) = ∑ exp(x m_k)` of a system with moments `m_k`,
where `x = h/T` is the field divided by the temperature, in units with `k_B = 1`. -/
def partitionFn (m : ι → ℝ) (x : ℝ) : ℝ := ∑ k, exp (x * m k)

/-- The Boltzmann population `exp(x m_k) / Z(x)` of level `k`. -/
def prob (m : ι → ℝ) (x : ℝ) (k : ι) : ℝ := exp (x * m k) / partitionFn m x

/-- The thermal mean of the moment. -/
def moment (m : ι → ℝ) (x : ℝ) : ℝ := ∑ k, prob m x k * m k

/-- The thermal variance of the moment. -/
def variance (m : ι → ℝ) (x : ℝ) : ℝ := ∑ k, prob m x k * (m k - moment m x) ^ 2

/-- The Gibbs entropy `-∑ p_k log p_k` of the Boltzmann populations. -/
def entropy (m : ι → ℝ) (x : ℝ) : ℝ := -∑ k, prob m x k * log (prob m x k)

/-- The partition function of a system with at least one level is positive. -/
theorem partitionFn_pos [Nonempty ι] (m : ι → ℝ) (x : ℝ) : 0 < partitionFn m x :=
  Finset.sum_pos (fun _ _ => exp_pos _) Finset.univ_nonempty

/-- The Boltzmann populations of a system with at least one level sum to one. -/
theorem sum_prob [Nonempty ι] (m : ι → ℝ) (x : ℝ) : ∑ k, prob m x k = 1 := by
  simp only [prob]
  rw [← Finset.sum_div]
  exact div_self (partitionFn_pos m x).ne'

/-- The derivative of the partition function is `Z' = Z M`, with `M` the mean moment,
for a system with at least one level. -/
theorem hasDerivAt_partitionFn [Nonempty ι] (m : ι → ℝ) (x : ℝ) :
    HasDerivAt (partitionFn m) (partitionFn m x * moment m x) x := by
  have hz := (partitionFn_pos m x).ne'
  have h : HasDerivAt (fun y => ∑ k, exp (y * m k))
      (∑ k, exp (x * m k) * (1 * m k)) x :=
    HasDerivAt.fun_sum fun k _ => ((hasDerivAt_id' x).mul_const (m k)).exp
  refine h.congr_deriv ?_
  rw [moment, Finset.mul_sum]
  refine Finset.sum_congr rfl fun k _ => ?_
  rw [prob, div_mul_eq_mul_div, mul_div_assoc', eq_div_iff hz]
  ring

/-- Fluctuation-response relation: the derivative of the mean moment with respect to
`x = h/T` is the thermal variance of the moment, for a system with at least one level. -/
theorem hasDerivAt_moment [Nonempty ι] (m : ι → ℝ) (x : ℝ) :
    HasDerivAt (moment m) (variance m x) x := by
  have hz := (partitionFn_pos m x).ne'
  -- each population changes at the rate `p_k (m_k - M)`
  have hp : ∀ k, HasDerivAt (fun y => prob m y k)
      (prob m x k * (m k - moment m x)) x := by
    intro k
    have h := (((hasDerivAt_id' x).mul_const (m k)).exp).fun_div
      (hasDerivAt_partitionFn m x) hz
    refine h.congr_deriv ?_
    rw [prob, div_mul_eq_mul_div, div_eq_div_iff (pow_ne_zero 2 hz) hz]
    ring
  have h : HasDerivAt (fun y => ∑ k, prob m y k * m k)
      (∑ k, prob m x k * (m k - moment m x) * m k) x :=
    HasDerivAt.fun_sum fun k _ => (hp k).mul_const (m k)
  refine h.congr_deriv ?_
  -- the mean deviation from the mean vanishes
  have h0 : ∑ k, prob m x k * (m k - moment m x) = 0 := by
    simp only [mul_sub]
    rw [Finset.sum_sub_distrib, ← Finset.sum_mul, sum_prob, one_mul]
    exact sub_self _
  calc ∑ k, prob m x k * (m k - moment m x) * m k
      = ∑ k, (prob m x k * (m k - moment m x) ^ 2
          + moment m x * (prob m x k * (m k - moment m x))) :=
        Finset.sum_congr rfl fun k _ => by ring
    _ = variance m x := by
        rw [Finset.sum_add_distrib, ← Finset.mul_sum, h0, mul_zero, add_zero, variance]

/-- The Gibbs entropy of a system with at least one level is `S = log Z - x M`. -/
theorem entropy_eq [Nonempty ι] (m : ι → ℝ) (x : ℝ) :
    entropy m x = log (partitionFn m x) - x * moment m x := by
  have h : ∀ k, prob m x k * log (prob m x k)
      = x * (prob m x k * m k) - log (partitionFn m x) * prob m x k := by
    intro k
    have hl : log (prob m x k) = x * m k - log (partitionFn m x) := by
      rw [prob, log_div (exp_pos _).ne' (partitionFn_pos m x).ne', log_exp]
    rw [hl]
    ring
  rw [entropy, Finset.sum_congr rfl (fun k _ => h k), Finset.sum_sub_distrib,
    ← Finset.mul_sum, ← Finset.mul_sum, sum_prob, moment]
  ring

/-- The entropy changes with `x = h/T` at the rate `-x` times the variance of the moment,
for a system with at least one level. -/
theorem hasDerivAt_entropy [Nonempty ι] (m : ι → ℝ) (x : ℝ) :
    HasDerivAt (entropy m) (-(x * variance m x)) x := by
  have hz := (partitionFn_pos m x).ne'
  have hS : entropy m = fun y => log (partitionFn m y) - y * moment m y :=
    funext (entropy_eq m)
  rw [hS]
  have h := ((hasDerivAt_partitionFn m x).log hz).fun_sub
    ((hasDerivAt_id' x).fun_mul (hasDerivAt_moment m x))
  refine h.congr_deriv ?_
  rw [mul_div_assoc, mul_div_assoc', mul_comm (partitionFn m x), mul_div_assoc,
    div_self hz]
  ring

/-- If the moments are not all equal, the entropy is strictly decreasing in `x = h/T`
for `x ≥ 0`. -/
theorem entropy_strictAntiOn (m : ι → ℝ) (hm : ∃ i j, m i ≠ m j) :
    StrictAntiOn (entropy m) (Set.Ici 0) := by
  obtain ⟨i, j, hij⟩ := hm
  have : Nonempty ι := ⟨i⟩
  refine strictAntiOn_of_deriv_neg (convex_Ici 0)
    (fun x _ => (hasDerivAt_entropy m x).continuousAt.continuousWithinAt) ?_
  intro x hx
  rw [interior_Ici] at hx
  have hx' : 0 < x := hx
  have hp : ∀ k, 0 < prob m x k := fun k => div_pos (exp_pos _) (partitionFn_pos m x)
  -- some level deviates from the mean, so the variance is positive
  have hk : ∃ k, m k ≠ moment m x := by
    by_contra hc
    push Not at hc
    exact hij ((hc i).trans (hc j).symm)
  obtain ⟨k, hk⟩ := hk
  have hsq : 0 < (m k - moment m x) ^ 2 := sq_pos_of_ne_zero (sub_ne_zero.mpr hk)
  have hv : 0 < variance m x :=
    Finset.sum_pos' (fun l _ => mul_nonneg (hp l).le (sq_nonneg _))
      ⟨k, Finset.mem_univ k, mul_pos (hp k) hsq⟩
  rw [(hasDerivAt_entropy m x).deriv]
  exact neg_neg_of_pos (mul_pos hx' hv)

/-- Adiabatic demagnetization: if the moments are not all equal, two states with positive
fields and temperatures have the same entropy exactly when `T₂ = T h₂ / h`. -/
theorem adiabatic_demagnetization (m : ι → ℝ) (hm : ∃ i j, m i ≠ m j)
    {h T h₂ T₂ : ℝ} (hh : 0 < h) (hT : 0 < T) (hh₂ : 0 < h₂) (hT₂ : 0 < T₂) :
    entropy m (h / T) = entropy m (h₂ / T₂) ↔ T₂ = T * h₂ / h := by
  have h1 : h / T ∈ Set.Ici (0 : ℝ) := (div_pos hh hT).le
  have h2 : h₂ / T₂ ∈ Set.Ici (0 : ℝ) := (div_pos hh₂ hT₂).le
  -- equal entropy forces equal ratios of field to temperature
  rw [(entropy_strictAntiOn m hm).injOn.eq_iff h1 h2,
    div_eq_div_iff hT.ne' hT₂.ne', eq_div_iff hh.ne']
  constructor <;> intro e <;> linarith

/-- Isothermal magnetization: if the moments are not all equal, raising a nonnegative field
at fixed positive temperature lowers the entropy. -/
theorem isothermal_magnetization (m : ι → ℝ) (hm : ∃ i j, m i ≠ m j)
    {h h₂ T : ℝ} (hh : 0 ≤ h) (hlt : h < h₂) (hT : 0 < T) :
    entropy m (h₂ / T) < entropy m (h / T) := by
  have h1 : h / T ∈ Set.Ici (0 : ℝ) := div_nonneg hh hT.le
  have h2 : h₂ / T ∈ Set.Ici (0 : ℝ) := div_nonneg (hh.trans hlt.le) hT.le
  exact entropy_strictAntiOn m hm h1 h2 (by gcongr)

/-- If all `N ≥ 1` levels carry the same moment, the entropy is `log N` at every `x`. -/
theorem entropy_of_equal_moments [Nonempty ι] (c x : ℝ) :
    entropy (fun _ : ι => c) x = log (Fintype.card ι) := by
  have hM : moment (fun _ : ι => c) x = c := by
    simp only [moment]
    rw [← Finset.sum_mul, sum_prob, one_mul]
  have hZ : partitionFn (fun _ : ι => c) x = Fintype.card ι * exp (x * c) := by
    simp [partitionFn]
  have hN : (Fintype.card ι : ℝ) ≠ 0 := Nat.cast_ne_zero.mpr Fintype.card_ne_zero
  rw [entropy_eq, hM, hZ, log_mul hN (exp_pos _).ne', log_exp]
  ring

end

end AdiabaticDemagnetization
```

```lean
#print axioms AdiabaticDemagnetization.adiabatic_demagnetization
-- 'AdiabaticDemagnetization.adiabatic_demagnetization' depends on axioms: [propext, Classical.choice, Quot.sound]
#print axioms AdiabaticDemagnetization.isothermal_magnetization
-- 'AdiabaticDemagnetization.isothermal_magnetization' depends on axioms: [propext, Classical.choice, Quot.sound]
#print axioms AdiabaticDemagnetization.entropy_of_equal_moments
-- 'AdiabaticDemagnetization.entropy_of_equal_moments' depends on axioms: [propext, Classical.choice, Quot.sound]
```

### How the lemmas follow the calculation

`partitionFn_pos` and `sum_prob` supply the positivity of Z and the normalisation of the populations. `hasDerivAt_partitionFn` differentiates the finite sum term by term and rewrites the result as Z M.

In `hasDerivAt_moment`, the intermediate statement `hp` is the formula for p_k′, obtained from the quotient rule. The statement `h0` says that the mean deviation from the mean vanishes. The `calc` block then splits m_k into (m_k − M) + M, as in the calculation by hand, and is left with the variance.

`entropy_eq` takes the logarithm of each population and sums, which gives S = log Z − x M. `hasDerivAt_entropy` replaces the entropy by this expression as a function, differentiates it with the rules for logarithms and products, and cancels the two terms M.

In `entropy_strictAntiOn`, the positive variance comes from a short argument by contradiction: if every moment equalled the mean, then `m i` and `m j` would be equal. `Finset.sum_pos'` turns one positive term among nonnegative ones into a positive sum.

For `adiabatic_demagnetization`, strict monotonicity gives injectivity on [0, ∞), and `injOn.eq_iff` replaces the equality of entropies by the equality of the two ratios. Clearing the denominators leaves two forms of h T₂ = h₂ T, which `linarith` matches in both directions.

### Why the vanishing slope at zero field does no harm

The proof turns on `strictAntiOn_of_deriv_neg`. At x = 0 the derivative −x V is zero, so the slope is not negative on all of [0, ∞). The Mathlib theorem does not ask for that. It needs a convex set, continuity on the set, and a negative derivative in its interior.

Convexity is `convex_Ici 0`, and continuity comes from the differentiability already proved. The rewrite with `interior_Ici` reduces the remaining condition to x > 0, where the variance argument applies. The conclusion still includes the endpoint, and this is what lets `isothermal_magnetization` start from zero field.

### The magnetization curve rises strictly

The same positive variance also shows that the magnetization curve has a positive slope everywhere. Since M′ = V, and V > 0 at every real x when the moments are not all equal, the mean moment is strictly increasing in x on the whole real line. At fixed positive temperature, a larger field therefore always gives a larger mean moment along the field, and the curve has no flat stretch. This monotonicity is a consequence drawn here by hand; the file contains its two ingredients, the derivative in `hasDerivAt_moment` and the positivity argument inside `entropy_strictAntiOn`.
